# A uniform half-infinite chain with real nearest-neighbour hopping has exactly one retarded surface Green's function when Im z > 0, and it satisfies |hg| < 1

The surface Green's function g of a uniform half-infinite chain, with one orbital per site, zero on-site energy and real nearest-neighbour hopping h, is represented here as a root of the polynomial equation h²g² − zg + 1 = 0 at complex energy z, and not as a matrix element of the resolvent of an infinite Hamiltonian. For Im z > 0, the retarded root is the one with Im g < 0.

```lean
import Mathlib

open Filter Topology

namespace SurfaceGreenFunction

noncomputable section

/-- The self-consistency equation for the surface Green's function `g` of a half-infinite
chain with hopping `h` and zero on-site energy, at complex energy `z`. -/
def IsSurfaceGreen (h : ℝ) (z g : ℂ) : Prop :=
  (h : ℂ) ^ 2 * g ^ 2 - z * g + 1 = 0

/-- The surface Green's function of a chain of `n` sites, built by attaching one site at a time;
it is meant for energies at which no denominator `z - h² G` vanishes. -/
def chainGreen (h : ℝ) (z : ℂ) : ℕ → ℂ
  | 0 => 0
  | n + 1 => 1 / (z - (h : ℂ) ^ 2 * chainGreen h z n)

/-- A root of the surface equation is nonzero. -/
theorem ne_zero_of_root {h : ℝ} {z g : ℂ} (hg : IsSurfaceGreen h z g) : g ≠ 0 := by
  rintro rfl
  simp [IsSurfaceGreen] at hg

/-- Balance of imaginary parts: `(|hg|² - 1) Im g = Im z |g|²` for every root `g`. -/
theorem im_balance {h : ℝ} {z g : ℂ} (hg : IsSurfaceGreen h z g) :
    (‖(h : ℂ) * g‖ ^ 2 - 1) * g.im = z.im * ‖g‖ ^ 2 := by
  unfold IsSurfaceGreen at hg
  have hre := congrArg Complex.re hg
  have him := congrArg Complex.im hg
  simp only [pow_two, Complex.add_re, Complex.sub_re, Complex.mul_re, Complex.mul_im,
    Complex.ofReal_re, Complex.ofReal_im, Complex.one_re, Complex.zero_re] at hre
  simp only [pow_two, Complex.add_im, Complex.sub_im, Complex.mul_re, Complex.mul_im,
    Complex.ofReal_re, Complex.ofReal_im, Complex.one_im, Complex.zero_im] at him
  simp only [Complex.sq_norm, Complex.normSq_apply, Complex.mul_re, Complex.mul_im,
    Complex.ofReal_re, Complex.ofReal_im]
  -- imaginary part of the equation multiplied by the conjugate of g
  linear_combination g.re * him - g.im * hre

/-- In the upper half plane of energies, a root has negative imaginary part exactly when
`|hg| < 1`. -/
theorem im_neg_iff_norm_lt_one {h : ℝ} {z g : ℂ} (hz : 0 < z.im)
    (hg : IsSurfaceGreen h z g) : g.im < 0 ↔ ‖(h : ℂ) * g‖ < 1 := by
  have key := im_balance hg
  have hpos : 0 < z.im * ‖g‖ ^ 2 :=
    mul_pos hz (pow_pos (norm_pos_iff.mpr (ne_zero_of_root hg)) 2)
  have hN := norm_nonneg ((h : ℂ) * g)
  constructor
  · intro hy
    by_contra hc
    have h1 : 0 ≤ ‖(h : ℂ) * g‖ ^ 2 - 1 := by nlinarith [not_lt.mp hc]
    nlinarith [mul_nonneg h1 (neg_nonneg.mpr hy.le)]
  · intro hlt
    by_contra hc
    have h1 : 0 ≤ 1 - ‖(h : ℂ) * g‖ ^ 2 := by nlinarith
    nlinarith [mul_nonneg h1 (not_lt.mp hc)]

/-- For `Im z > 0` the surface equation has exactly one root with `Im g < 0`, and this
retarded root satisfies `|hg| < 1`. -/
theorem existsUnique_retarded (h : ℝ) {z : ℂ} (hz : 0 < z.im) :
    (∃! g : ℂ, IsSurfaceGreen h z g ∧ g.im < 0) ∧
      ∀ g : ℂ, IsSurfaceGreen h z g → g.im < 0 → ‖(h : ℂ) * g‖ < 1 := by
  refine ⟨?_, fun g hg hy => (im_neg_iff_norm_lt_one hz hg).mp hy⟩
  have hex : ∃ g : ℂ, IsSurfaceGreen h z g ∧ ‖(h : ℂ) * g‖ < 1 := by
    by_cases h0 : h = 0
    · have hz0 : z ≠ 0 := by
        rintro rfl
        simp at hz
      exact ⟨z⁻¹, by simp [IsSurfaceGreen, h0, hz0], by simp [h0]⟩
    have hc : (h : ℂ) ≠ 0 := Complex.ofReal_ne_zero.mpr h0
    obtain ⟨s, hs⟩ := IsAlgClosed.exists_pow_nat_eq (z ^ 2 - 4 * (h : ℂ) ^ 2) (n := 2)
      (by norm_num)
    -- the two roots a and b
    obtain ⟨a, hA⟩ : ∃ a : ℂ, 2 * (h : ℂ) ^ 2 * a = z + s :=
      ⟨(z + s) / (2 * (h : ℂ) ^ 2), by field_simp⟩
    have h4 : 4 * (h : ℂ) ^ 2 ≠ 0 := mul_ne_zero (by norm_num) (pow_ne_zero 2 hc)
    have ha : (h : ℂ) ^ 2 * a ^ 2 - z * a + 1 = 0 := by
      apply mul_left_cancel₀ h4
      linear_combination (2 * (h : ℂ) ^ 2 * a - z + s) * hA + hs
    obtain ⟨b, hB⟩ : ∃ b : ℂ, (h : ℂ) ^ 2 * b = z - (h : ℂ) ^ 2 * a :=
      ⟨z / (h : ℂ) ^ 2 - a, by field_simp⟩
    have hb : (h : ℂ) ^ 2 * b ^ 2 - z * b + 1 = 0 := by
      linear_combination (b - a) * hB + ha
    have hab : ((h : ℂ) * a) * ((h : ℂ) * b) = 1 := by
      linear_combination a * hB - ha
    have hn : ‖(h : ℂ) * a‖ * ‖(h : ℂ) * b‖ = 1 := by
      rw [← norm_mul, hab, norm_one]
    by_cases hlt : ‖(h : ℂ) * a‖ < 1
    · exact ⟨a, ha, hlt⟩
    · have hne : ‖(h : ℂ) * a‖ ≠ 1 := by
        intro h1
        have key := im_balance (h := h) (z := z) (g := a) ha
        have hpos : 0 < z.im * ‖a‖ ^ 2 :=
          mul_pos hz (pow_pos (norm_pos_iff.mpr (ne_zero_of_root (h := h) (z := z) ha)) 2)
        rw [h1] at key
        linarith
      have hgt : 1 < ‖(h : ℂ) * a‖ := lt_of_le_of_ne (not_lt.mp hlt) hne.symm
      refine ⟨b, hb, ?_⟩
      by_contra hc'
      nlinarith [not_lt.mp hc']
  obtain ⟨a, ha, hna⟩ := hex
  refine ⟨a, ⟨ha, (im_neg_iff_norm_lt_one hz ha).mpr hna⟩, ?_⟩
  rintro b ⟨hb, hyb⟩
  have hnb := (im_neg_iff_norm_lt_one hz hb).mp hyb
  unfold IsSurfaceGreen at ha hb
  have hprod : (b - a) * ((h : ℂ) ^ 2 * (a + b) - z) = 0 := by
    linear_combination hb - ha
  rcases mul_eq_zero.mp hprod with h1 | h1
  · exact sub_eq_zero.mp h1
  · -- distinct roots have (ha)(hb) = 1, so they cannot both lie in the unit disc
    exfalso
    have hab : ((h : ℂ) * a) * ((h : ℂ) * b) = 1 := by
      linear_combination a * h1 - ha
    have hn : ‖(h : ℂ) * a‖ * ‖(h : ℂ) * b‖ = 1 := by
      rw [← norm_mul, hab, norm_one]
    nlinarith [mul_nonneg (norm_nonneg ((h : ℂ) * a)) (sub_nonneg.mpr hnb.le)]

/-- For `Im z > 0` and the root with `Im g < 0`, the amplitudes `g (hg)ⁿ` solve the half-infinite
chain driven at its surface site, and they tend to zero deep in the chain. -/
theorem surface_column {h : ℝ} {z g : ℂ} (hz : 0 < z.im)
    (hg : IsSurfaceGreen h z g) (hy : g.im < 0) :
    let u : ℕ → ℂ := fun n => g * ((h : ℂ) * g) ^ n
    z * u 0 - h * u 1 = 1 ∧ (∀ n, z * u (n + 1) - h * u n - h * u (n + 2) = 0) ∧
      Tendsto u atTop (𝓝 0) := by
  have hlt := (im_neg_iff_norm_lt_one hz hg).mp hy
  unfold IsSurfaceGreen at hg
  refine ⟨?_, fun n => ?_, ?_⟩
  · linear_combination -hg
  · linear_combination (-(h : ℂ) * g * ((h : ℂ) * g) ^ n) * hg
  · simpa using (tendsto_pow_atTop_nhds_zero_of_norm_lt_one hlt).const_mul g

/-- The surface Green's function of an `n`-site chain in terms of a root with `|hg| < 1`;
the denominator for attaching the next site is nonzero. -/
theorem chainGreen_formula {h : ℝ} {z g : ℂ} (hg : IsSurfaceGreen h z g)
    (hlt : ‖(h : ℂ) * g‖ < 1) (n : ℕ) :
    chainGreen h z n = g * (1 - (((h : ℂ) * g) ^ 2) ^ n) / (1 - (((h : ℂ) * g) ^ 2) ^ (n + 1)) ∧
      z - (h : ℂ) ^ 2 * chainGreen h z n ≠ 0 := by
  have hr : ∀ m : ℕ, 1 - (((h : ℂ) * g) ^ 2) ^ (m + 1) ≠ 0 := by
    intro m h0
    have h1 := congrArg norm (sub_eq_zero.mp h0)
    rw [norm_one, norm_pow, norm_pow, ← pow_mul] at h1
    have h2 := pow_lt_one₀ (norm_nonneg ((h : ℂ) * g)) hlt
      (show 2 * (m + 1) ≠ 0 by omega)
    linarith
  unfold IsSurfaceGreen at hg
  -- the next denominator, cleared of fractions
  have hden : ∀ m : ℕ, chainGreen h z m =
      g * (1 - (((h : ℂ) * g) ^ 2) ^ m) / (1 - (((h : ℂ) * g) ^ 2) ^ (m + 1)) →
      (z - (h : ℂ) ^ 2 * chainGreen h z m) * (g * (1 - (((h : ℂ) * g) ^ 2) ^ (m + 1))) =
        1 - (((h : ℂ) * g) ^ 2) ^ (m + 1 + 1) := by
    intro m hm
    have hG := (eq_div_iff (hr m)).mp hm
    linear_combination (-(h : ℂ) ^ 2 * g) * hG - (1 - (((h : ℂ) * g) ^ 2) ^ (m + 1)) * hg
  have hne : ∀ m : ℕ, chainGreen h z m =
      g * (1 - (((h : ℂ) * g) ^ 2) ^ m) / (1 - (((h : ℂ) * g) ^ 2) ^ (m + 1)) →
      z - (h : ℂ) ^ 2 * chainGreen h z m ≠ 0 := by
    intro m hm h0
    have hd := hden m hm
    rw [h0, zero_mul] at hd
    exact hr (m + 1) hd.symm
  have hform : chainGreen h z n =
      g * (1 - (((h : ℂ) * g) ^ 2) ^ n) / (1 - (((h : ℂ) * g) ^ 2) ^ (n + 1)) := by
    induction n with
    | zero => simp [chainGreen]
    | succ m ih =>
      rw [chainGreen, div_eq_div_iff (hne m ih) (hr (m + 1))]
      linear_combination -(hden m ih)
  exact ⟨hform, hne n hform⟩

/-- For `Im z > 0` the surface Green's functions of finite chains converge to the retarded root
as the number of sites grows. -/
theorem chainGreen_tendsto {h : ℝ} {z g : ℂ} (hz : 0 < z.im)
    (hg : IsSurfaceGreen h z g) (hy : g.im < 0) :
    Tendsto (chainGreen h z) atTop (𝓝 g) := by
  have hlt := (im_neg_iff_norm_lt_one hz hg).mp hy
  have hr : ‖((h : ℂ) * g) ^ 2‖ < 1 := by
    rw [norm_pow]
    exact pow_lt_one₀ (norm_nonneg _) hlt two_ne_zero
  have h0 := tendsto_pow_atTop_nhds_zero_of_norm_lt_one hr
  have key : Tendsto (fun n : ℕ => g * (1 - (((h : ℂ) * g) ^ 2) ^ n) /
      (1 - (((h : ℂ) * g) ^ 2) ^ (n + 1))) atTop (𝓝 (g * (1 - 0) / (1 - 0))) :=
    ((h0.const_sub 1).const_mul g).div
      ((h0.comp (tendsto_add_atTop_nat 1)).const_sub 1) (by simp)
  simp only [sub_zero, mul_one, div_one] at key
  exact key.congr fun n => (chainGreen_formula hg hlt n).1.symm

/-- At a real energy `E` with `E² < 4h²`, every root of the surface equation has `|hg| = 1`. -/
theorem norm_eq_one_in_band {h E : ℝ} {g : ℂ} (hE : E ^ 2 < 4 * h ^ 2)
    (hg : IsSurfaceGreen h (E : ℂ) g) : ‖(h : ℂ) * g‖ = 1 := by
  have key := im_balance hg
  rw [Complex.ofReal_im, zero_mul] at key
  rcases mul_eq_zero.mp key with h1 | hy
  · have h2 : (‖(h : ℂ) * g‖ - 1) * (‖(h : ℂ) * g‖ + 1) = 0 := by
      linear_combination h1
    rcases mul_eq_zero.mp h2 with h3 | h3
    · linarith
    · linarith [norm_nonneg ((h : ℂ) * g)]
  · -- a real root would need a nonnegative discriminant
    exfalso
    unfold IsSurfaceGreen at hg
    have hre := congrArg Complex.re hg
    simp only [pow_two, Complex.add_re, Complex.sub_re, Complex.mul_re, Complex.mul_im,
      Complex.ofReal_re, Complex.ofReal_im, Complex.one_re, Complex.zero_re, hy] at hre
    have hsq : (2 * h ^ 2 * g.re - E) ^ 2 = E ^ 2 - 4 * h ^ 2 := by
      linear_combination (4 * h ^ 2) * hre
    linarith [sq_nonneg (2 * h ^ 2 * g.re - E)]

end

end SurfaceGreenFunction
```

```lean
#print axioms SurfaceGreenFunction.existsUnique_retarded
#print axioms SurfaceGreenFunction.surface_column
#print axioms SurfaceGreenFunction.chainGreen_tendsto
#print axioms SurfaceGreenFunction.norm_eq_one_in_band
```

```
'SurfaceGreenFunction.existsUnique_retarded' depends on axioms: [propext, Classical.choice, Quot.sound]
'SurfaceGreenFunction.surface_column' depends on axioms: [propext, Classical.choice, Quot.sound]
'SurfaceGreenFunction.chainGreen_tendsto' depends on axioms: [propext, Classical.choice, Quot.sound]
'SurfaceGreenFunction.norm_eq_one_in_band' depends on axioms: [propext, Classical.choice, Quot.sound]
```

## From the chain to a quadratic equation

The chain has one orbital per site, zero on-site energy and hopping h between neighbours. Removing the surface site leaves an identical chain, which acts on that site through the self-energy h²g. Hence

g = 1/(z − h²g),

and clearing the denominator gives h²g² − zg + 1 = 0. This is `IsSurfaceGreen h z g`, where `(h : ℂ)` is the real hopping read as a complex number.

The hypothesis `0 < z.im` places the energy in the upper half plane, as in z = E + iη with η > 0. The condition `g.im < 0` is the retarded sign, for which −Im g/π, the local density of states at the surface site broadened by η, is positive. In `existsUnique_retarded`, `∃!` says that exactly one root has this sign, and the second part says that |hg| < 1 for it. The hopping may be positive, negative or zero; at h = 0 the root is 1/z, the Green's function of an isolated site.

In quantum transport, h²g is the self-energy of a lead coupled through h, so for a non-interacting lead modelled as this uniform nearest-neighbour chain the theorem settles which root to use when Im z > 0. Leads with several orbitals, where g becomes a matrix, and the limit Im z → 0 are not treated.

## The sign of Im g decides the size of hg

Multiply the equation by the complex conjugate of g:

h²|g|²g − z|g|² + conj g = 0.

The imaginary part is h²|g|² Im g − Im z |g|² − Im g = 0, that is

(|hg|² − 1) Im g = Im z |g|².

This is `im_balance`. Its last line forms Re g times the imaginary part of the equation minus Im g times the real part, which is the imaginary part of the product above.

A root cannot be zero, since g = 0 would give 1 = 0. For Im z > 0 the right-hand side is therefore positive, and the two factors on the left have the same sign. So Im g < 0 holds exactly when |hg| < 1, which is `im_neg_iff_norm_lt_one`.

## One root inside the unit disc

For h = 0, g = 1/z is a root with |hg| = 0. For h ≠ 0, choose s with s² = z² − 4h² and set

a = (z + s)/(2h²), b = z/h² − a.

Then (2h²a − z)² = z² − 4h². Expanding and dividing by 4h² gives h²a² − za + 1 = 0. Since h²b = z − h²a,

(ha)(hb) = za − h²a² = 1,

and b is also a root, because h²b² − zb + 1 = −h²ab + 1 = 0.

Thus |ha||hb| = 1. The value |ha| = 1 is impossible, as it would make the left side of the balance zero and the right side positive. One of |ha|, |hb| is therefore below 1, and that root is retarded. The Lean proof follows this case distinction, taking s from the algebraic closedness of ℂ.

For uniqueness, let a and b now be any two retarded roots. Subtracting their equations gives

(b − a)(h²(a + b) − z) = 0.

If the second factor vanished, then (ha)(hb) = 1 as before, which contradicts |ha| < 1 and |hb| < 1. Hence b = a.

## Decay into the chain

Number the sites from the surface as n = 0, 1, 2, … and put uₙ = g(hg)ⁿ. At the surface,

z u₀ − h u₁ = zg − h²g² = 1,

and further in,

z uₙ₊₁ − h uₙ − h uₙ₊₂ = −hg(hg)ⁿ(h²g² − zg + 1) = 0.

These are the equations (z − H)u = e₀ for a unit source e₀ on the surface site, with H the Hamiltonian of the chain. Since |hg| < 1, the amplitudes tend to zero. `surface_column` states all three properties and so ties the algebraic root to the chain: each step into the chain multiplies the amplitude by hg.

## Growing the chain site by site

Let Gₙ be `chainGreen h z n`, defined by G₀ = 0 and

Gₙ₊₁ = 1/(z − h²Gₙ).

This recursion is taken as the definition of the surface element for n sites; it is not derived from a matrix inverse. With g the retarded root and r = (hg)², `chainGreen_formula` gives

Gₙ = g(1 − rⁿ)/(1 − rⁿ⁺¹).

The denominators are nonzero because |r| < 1. At n = 0 both sides vanish. For the induction step, use z = (1 + r)/g and h² = r/g²:

z − h²Gₙ = [(1 + r)(1 − rⁿ⁺¹) − r(1 − rⁿ)] / [g(1 − rⁿ⁺¹)]
= (1 − rⁿ⁺²) / [g(1 − rⁿ⁺¹)].

This is nonzero, and its reciprocal is the formula for Gₙ₊₁. In Lean, `hden` is this identity cleared of fractions, and `hne` draws from it that the recursion never divides by zero. Since rⁿ → 0, Gₙ → g, which is `chainGreen_tendsto`.

## Real energies inside the band

For real E with E² < 4h², the balance becomes (|hg|² − 1) Im g = 0. If Im g were zero, g would be real and

(2h²g − E)² = E² − 4h² < 0,

which is impossible. So |hg| = 1 for every root, as `norm_eq_one_in_band` states. The strict bound thus fails throughout the open band, where the amplitudes g(hg)ⁿ keep constant modulus instead of decaying.
